# The density sum rule for N particles in a magnetic field

After computing the dynamic structure factor of electrons in a magnetic field at two opposite wavevectors, one can integrate frequency times each spectrum and compare the sum of the two areas with a value known beforehand. A shortfall points to spectral weight missing from the basis or the frequency window. For finitely many nonrelativistic particles the value does not depend on the field, provided the potential commutes with the density operators; a nonlocal pseudopotential generally does not.

Take $\hbar=1$ and unit mass. Particle $a$ has kinetic momentum components $\Pi_{aj}$, canonical momentum minus charge times vector potential. The operator $U_a=e^{\mathrm i\mathbf q\cdot\mathbf r_a}$ raises its momentum by the real vector $\mathbf q$.

In Lean, operators are elements of a complex algebra `A`, `α` labels particles and `ι` labels components.

```lean
import Mathlib

open Finset

namespace DensitySumRuleInField

noncomputable section

variable {A α ι : Type*} [Ring A] [Algebra ℂ A]

/-- The commutator `[x, y] = x y - y x`. -/
def comm (x y : A) : A := x * y - y * x
```

The structure below contains all that is assumed about $\Pi_{aj}$ (written `P a j`), $V$ and $U_a$. "Boost" is its name for the plane-wave operator. The field enters through the commutators of the $\Pi_{aj}$ with each other, which are left free. `comm_V` holds whenever $V$ depends on positions, and possibly on spins, but not on momenta.

```lean
/-- The units `U a` shift the kinetic momentum of particle `a` by `q` and commute with each
other, with the potential `V` and with the momenta of all other particles. -/
structure IsMomentumBoost (P : α → ι → A) (V : A) (U : α → Aˣ) (q : ι → ℝ) : Prop where
  shift : ∀ a j, (↑(U a)⁻¹ : A) * P a j * (U a : A) = P a j + (q j : ℂ) • (1 : A)
  comm_U : ∀ a b, Commute (U a : A) (U b : A)
  comm_V : ∀ a, Commute (U a : A) V
  comm_P : ∀ a b, a ≠ b → ∀ j, Commute (U a : A) (P b j)
```

The Fourier component $\rho=\sum_a U_a$ is called `density` and has no normalising factor. Applied to the inverses, the same definition gives $\rho'=\sum_a U_a^{-1}$, which is $\rho^\dagger$ when the $U_a$ are unitary.

```lean
/-- The density component `∑ U a`, summed over the particles. -/
def density [Fintype α] (U : α → Aˣ) : A := ∑ a, (U a : A)
```

The Hamiltonian is $H=\tfrac12\sum_{a,j}\Pi_{aj}^2+V$.

```lean
/-- The Hamiltonian `∑ Π² / 2 + V` of particles of unit mass. -/
def hamiltonian [Fintype α] [Fintype ι] (P : α → ι → A) (V : A) : A :=
  (1 / 2 : ℂ) • ∑ a, ∑ j, P a j ^ 2 + V
```

The last definition is denoted $K_a$ below. It is the kinetic energy that particle $a$ gains when its momentum rises by $\mathbf q$.

```lean
/-- The operator `q · Π + q² / 2` of particle `a`. -/
def energyTransfer [Fintype ι] (P : α → ι → A) (q : ι → ℝ) (a : α) : A :=
  ∑ j, ((q j : ℂ) • P a j + ((q j : ℂ) ^ 2 / 2) • (1 : A))
```

Products in `A` always exist, whereas real momenta are unbounded operators. To apply the theorems as they stand in a Hilbert space, one must supply a common domain that all these operators map into itself. For the Coulomb potential in three dimensions, no such domain contains the hydrogen ground state, since applying $1/r$ to it twice gives a function that is not square integrable. The sum rule still holds for that state, but each product in the derivation has to be checked on the state itself.

### (a) Moving a boost past its own momentum

Show that moving $U_a$ to the left adds $q_j$ to the momentum:
$$\Pi_{aj}U_a=U_a(\Pi_{aj}+q_j).$$

Multiply $U_a^{-1}\Pi_{aj}U_a=\Pi_{aj}+q_j$ by $U_a$ from the left. Lean substitutes `shift` on the right-hand side and cancels $U_aU_a^{-1}$.

```lean
variable {P : α → ι → A} {V : A} {U : α → Aˣ} {q : ι → ℝ}

/-- Moving a momentum boost to the left of the kinetic momentum of its own particle
adds `q` to that momentum. -/
theorem momentum_mul_boost (h : IsMomentumBoost P V U q) (a : α) (j : ι) :
    P a j * (U a : A) = (U a : A) * (P a j + (q j : ℂ) • (1 : A)) := by
  rw [← h.shift a j, mul_assoc, Units.mul_inv_cancel_left]
```

### (b) The commutator with the Hamiltonian

Show that only particle $a$ contributes:
$$[H,U_a]=U_aK_a,\qquad K_a=\sum_j\left(q_j\Pi_{aj}+\tfrac12q_j^2\right).$$

$V$ commutes with $U_a$, and so does $\Pi_{bj}^2$ for $b\ne a$. For particle $a$, using (a) twice gives
$$\Pi_{aj}^2U_a=\Pi_{aj}U_a(\Pi_{aj}+q_j)=U_a(\Pi_{aj}+q_j)^2,$$
so $[\Pi_{aj}^2,U_a]=U_a(2q_j\Pi_{aj}+q_j^2)$. Halve this and sum over $j$. No two different momentum components were interchanged, so the field plays no part.

In the proof, `e` removes $V$, `Finset.sum_eq_single a` keeps particle $a$, and `h2` is the displayed line.

```lean
/-- For a momentum boost, the commutator of the Hamiltonian with `U a` is `U a` times
`q · Π + q² / 2` of particle `a`. -/
theorem comm_hamiltonian_boost [Fintype α] [Fintype ι] (h : IsMomentumBoost P V U q) (a : α) :
    comm (hamiltonian P V) (U a : A) = (U a : A) * energyTransfer P q a := by
  have hV : V * (U a : A) = (U a : A) * V := (h.comm_V a).eq.symm
  -- the potential drops out
  have e : comm (hamiltonian P V) (U a : A) =
      (1 / 2 : ℂ) • ∑ b, ∑ j, (P b j ^ 2 * (U a : A) - (U a : A) * P b j ^ 2) := by
    simp only [comm, hamiltonian, add_mul, mul_add, smul_mul_assoc, mul_smul_comm,
      Finset.sum_mul, Finset.mul_sum, Finset.sum_sub_distrib, smul_sub, hV]
    abel
  -- only the kinetic energy of particle `a` contributes
  rw [e, Finset.sum_eq_single a]
  · rw [energyTransfer, Finset.mul_sum, Finset.smul_sum]
    refine Finset.sum_congr rfl fun j _ => ?_
    have hP := momentum_mul_boost h a j
    have h2 : P a j ^ 2 * (U a : A) =
        (U a : A) * (P a j + (q j : ℂ) • (1 : A)) * (P a j + (q j : ℂ) • (1 : A)) := by
      calc P a j ^ 2 * (U a : A) = P a j * (P a j * (U a : A)) := by rw [sq, mul_assoc]
        _ = P a j * ((U a : A) * (P a j + (q j : ℂ) • (1 : A))) := by rw [hP]
        _ = P a j * (U a : A) * (P a j + (q j : ℂ) • (1 : A)) := (mul_assoc _ _ _).symm
        _ = _ := by rw [hP]
    rw [h2]
    simp only [mul_add, add_mul, smul_mul_assoc, mul_smul_comm, mul_one, sq, mul_assoc]
    module
  · intro b _ hb
    exact Finset.sum_eq_zero fun j _ =>
      sub_eq_zero.2 ((h.comm_P a b hb.symm j).pow_right 2).eq.symm
  · exact fun ha => absurd (Finset.mem_univ a) ha
```

### (c) The double commutator for one particle

Show that the second commutator leaves a number:
$$[U_a^{-1},[H,U_a]]=q^2,\qquad q^2=\sum_jq_j^2.$$

By (a), $K_aU_a=U_a(K_a+q^2)$, hence $U_aK_a=K_aU_a-q^2U_a$, which is `hX`. Then
$$U_a^{-1}U_aK_a-U_aK_aU_a^{-1}=K_a-(K_a-q^2)=q^2.$$

```lean
/-- For a momentum boost, the double commutator of one particle's `U a` and its inverse with
the Hamiltonian is the number `q²`. -/
theorem double_comm_same [Fintype α] [Fintype ι] (h : IsMomentumBoost P V U q) (a : α) :
    comm (↑(U a)⁻¹ : A) (comm (hamiltonian P V) (U a : A)) =
      (∑ j, (q j : ℂ) ^ 2) • (1 : A) := by
  have hX : (U a : A) * energyTransfer P q a =
      energyTransfer P q a * (U a : A) - (∑ j, (q j : ℂ) ^ 2) • (U a : A) := by
    rw [energyTransfer, Finset.mul_sum, Finset.sum_mul, Finset.sum_smul,
      ← Finset.sum_sub_distrib]
    refine Finset.sum_congr rfl fun j _ => ?_
    simp only [mul_add, add_mul, mul_smul_comm, smul_mul_assoc, mul_one, one_mul,
      momentum_mul_boost h a j]
    module
  rw [comm_hamiltonian_boost h, comm, Units.inv_mul_cancel_left, hX, sub_mul, smul_mul_assoc,
    Units.mul_inv_cancel_right, Units.mul_inv, sub_sub_cancel]
```

### (d) Two different particles

Show that cross terms vanish:
$$[U_b^{-1},[H,U_a]]=0\qquad(b\neq a).$$

By (b) the inner commutator is $U_aK_a$. $U_b$ commutes with $U_a$ and with every $\Pi_{aj}$, hence with $U_aK_a$. Multiplying $U_bX=XU_b$ by $U_b^{-1}$ on both sides shows that $U_b^{-1}$ commutes with $X$ too; this is `units_inv_left`.

```lean
/-- For a momentum boost, the double commutator vanishes between different particles. -/
theorem double_comm_ne [Fintype α] [Fintype ι] (h : IsMomentumBoost P V U q) {a b : α}
    (hba : b ≠ a) : comm (↑(U b)⁻¹ : A) (comm (hamiltonian P V) (U a : A)) = 0 := by
  rw [comm_hamiltonian_boost h]
  have hX : Commute (U b : A) (energyTransfer P q a) :=
    Commute.sum_right _ _ _ fun j _ => ((h.comm_P b a hba j).smul_right _).add_right
      ((Commute.one_right _).smul_right _)
  exact sub_eq_zero.2 ((h.comm_U b a).mul_right hX).units_inv_left.eq
```

### (e) Summing over all pairs

Show that for $N$ particles
$$[\rho',[H,\rho]]=Nq^2.$$

The commutator is linear in each argument, so
$$[\rho',[H,\rho]]=\sum_b\sum_a[U_b^{-1},[H,U_a]]=\sum_bq^2=Nq^2,$$
by (c) for $a=b$ and (d) otherwise. Lean writes $N$ as `Fintype.card α` and the number as a multiple of the identity. `hs` and `hl` provide linearity, and `hd` evaluates the inner sum.

```lean
/-- Density sum rule: for a momentum boost of `N` particles, `[ρ', [H, ρ]] = N q²`,
whatever the commutators of the kinetic momenta. -/
theorem density_sum_rule [Fintype α] [Fintype ι] (h : IsMomentumBoost P V U q) :
    comm (density fun a => (U a)⁻¹) (comm (hamiltonian P V) (density U)) =
      ((Fintype.card α : ℂ) * ∑ j, (q j : ℂ) ^ 2) • (1 : A) := by
  have hs : ∀ (x : A) (f : α → A), comm x (∑ a, f a) = ∑ a, comm x (f a) := by
    intro x f
    simp only [comm, Finset.mul_sum, Finset.sum_mul, Finset.sum_sub_distrib]
  have hl : ∀ x : A, comm (density fun a => (U a)⁻¹) x = ∑ b, comm (↑(U b)⁻¹ : A) x := by
    intro x
    simp only [comm, density, Finset.mul_sum, Finset.sum_mul, Finset.sum_sub_distrib]
  -- each particle contributes `q²`
  have hd : ∀ b, comm (↑(U b)⁻¹ : A) (∑ a, comm (hamiltonian P V) (U a : A)) =
      (∑ j, (q j : ℂ) ^ 2) • (1 : A) := by
    intro b
    rw [hs, Finset.sum_eq_single b]
    · exact double_comm_same h b
    · exact fun a _ hab => double_comm_ne h hab.symm
    · exact fun hb => absurd (Finset.mem_univ b) hb
  rw [density, density, hs, ← density, hl, Finset.sum_congr rfl fun b _ => hd b,
    Finset.sum_const, Finset.card_univ, mul_smul, Nat.cast_smul_eq_nsmul]
```

### (f) Energy-weighted mean values

Let $\varphi$ be a linear functional with $\varphi(1)=1$ and $\varphi(Hx)=\varphi(xH)=E\varphi(x)$ for all $x$, such as the expectation value in a normalised eigenstate of energy $E$. Show that
$$\varphi(\rho'(H-E)\rho)+\varphi(\rho(H-E)\rho')=Nq^2.$$

Expanding the double commutator gives
$$\rho'(H-E)\rho+\rho(H-E)\rho'=[\rho',[H,\rho]]+(H-E)\rho\rho'+\rho'\rho(H-E).$$
The last two terms have mean value zero, and (e) gives the first. Lean proves the expansion as `e` and applies `hL`, `hR` and `h1`.

With unitary $U_a$ and a complete set of eigenstates, the two mean values are the areas at $\mathbf q$ and $-\mathbf q$. In a magnetic field they need not be equal, so the comparison uses their sum.

```lean
/-- Energy-weighted sum rule: for a momentum boost and a normalised linear functional `φ` that
is stationary with energy `E`, the mean values of `ρ' (H - E) ρ` and `ρ (H - E) ρ'` add up
to `N q²`. -/
theorem energy_weighted_sum_rule [Fintype α] [Fintype ι] (h : IsMomentumBoost P V U q)
    (φ : A →ₗ[ℂ] ℂ) (E : ℝ) (h1 : φ 1 = 1)
    (hL : ∀ x, φ (hamiltonian P V * x) = E * φ x)
    (hR : ∀ x, φ (x * hamiltonian P V) = E * φ x) :
    φ ((density fun a => (U a)⁻¹) * (hamiltonian P V - (E : ℂ) • (1 : A)) * density U) +
      φ (density U * (hamiltonian P V - (E : ℂ) • (1 : A)) * density fun a => (U a)⁻¹) =
      (Fintype.card α : ℂ) * ∑ j, (q j : ℂ) ^ 2 := by
  have e : ∀ H r s : A, s * (H - (E : ℂ) • (1 : A)) * r + r * (H - (E : ℂ) • (1 : A)) * s =
      comm s (comm H r) + (H * (r * s) - (E : ℂ) • (r * s)) +
        (s * r * H - (E : ℂ) • (s * r)) := by
    intro H r s
    simp only [comm, mul_sub, sub_mul, mul_smul_comm, smul_mul_assoc, mul_one, mul_assoc]
    abel
  rw [← map_add, e, density_sum_rule h]
  simp only [map_add, map_sub, map_smul, hL, hR, h1, smul_eq_mul]
  ring
```

### (g) Translations in momentum space

The remaining parts build an example that satisfies the assumptions of `IsMomentumBoost`. It acts on all complex functions $\psi(k)$ of the particle momenta, with no inner product. Let $(T_s\psi)(k)=\psi(k-s)$, and let $p_{bj}$ multiply by $k_{bj}$.

```lean
/-- Translation by `s` of functions of all particle momenta. -/
def translate (s : α → ι → ℝ) : Module.End ℂ ((α → ι → ℝ) → ℂ) where
  toFun ψ := fun k => ψ (k - s)
  map_add' _ _ := rfl
  map_smul' _ _ := rfl

/-- Multiplication by component `j` of the momentum of particle `a`. -/
def momentum (a : α) (j : ι) : Module.End ℂ ((α → ι → ℝ) → ℂ) where
  toFun ψ := fun k => (k a j : ℂ) * ψ k
  map_add' ψ χ := by
    funext k
    simp only [Pi.add_apply]
    ring
  map_smul' c ψ := by
    funext k
    simp only [Pi.smul_apply, smul_eq_mul, RingHom.id_apply]
    ring
```

$U_a$ is now the translation of particle $a$'s momentum by $\mathbf q$.

```lean
/-- The plane wave of particle `a`, which translates its momentum by `q`. -/
def planeWave [DecidableEq α] (q : ι → ℝ) (a : α) : (Module.End ℂ ((α → ι → ℝ) → ℂ))ˣ where
  val := translate (Pi.single a q)
  inv := translate (-Pi.single a q)
  val_inv := LinearMap.ext fun ψ => funext fun k =>
    congrArg ψ (show k - Pi.single a q - -Pi.single a q = k by simp)
  inv_val := LinearMap.ext fun ψ => funext fun k =>
    congrArg ψ (show k - -Pi.single a q - Pi.single a q = k by simp)
```

With a real vector $\mathbf c$, the kinetic momentum is $\Pi_{aj}=p_{aj}+c_j(U_a+U_a^{-1})$. In position space the added term is $2c_j\cos(\mathbf q\cdot\mathbf r_a)$.

```lean
/-- Kinetic momentum with a vector potential along `c` that varies as a standing wave. -/
def kineticMomentum [DecidableEq α] (c q : ι → ℝ) (a : α) (j : ι) :
    Module.End ℂ ((α → ι → ℝ) → ℂ) :=
  momentum a j + (c j : ℂ) • ((planeWave q a).val + (planeWave q a)⁻¹.val)
```

The interaction is $V=v\sum_{a,b}U_aU_b^{-1}$ with real $v$; its terms with $a=b$ add a constant.

```lean
/-- A pair interaction of strength `v` built from the plane waves of the particles. -/
def pairPotential [Fintype α] [DecidableEq α] (v : ℝ) (q : ι → ℝ) :
    Module.End ℂ ((α → ι → ℝ) → ℂ) :=
  (v : ℂ) • ∑ a, ∑ b, (planeWave q a).val * (planeWave q b)⁻¹.val
```

Show that
$$p_{bj}T_s=T_s(p_{bj}+s_{bj}).$$

Acting on $\psi$, the right side gives $(k_{bj}-s_{bj})\psi(k-s)+s_{bj}\psi(k-s)=k_{bj}\psi(k-s)$, which is the left side.

```lean
/-- Moving a translation by `s` to the left of a momentum component adds the matching
component of `s`. -/
theorem momentum_translate (b : α) (j : ι) (s : α → ι → ℝ) :
    momentum b j * translate s = translate s * (momentum b j + (s b j : ℂ) • 1) := by
  refine LinearMap.ext fun ψ => funext fun k => ?_
  show (k b j : ℂ) * ψ (k - s) =
    (((k - s) b j : ℝ) : ℂ) * ψ (k - s) + (s b j : ℂ) * ψ (k - s)
  simp only [Pi.sub_apply, Complex.ofReal_sub]
  ring
```

### (h) Interacting particles in a standing-wave vector potential

Show that the example satisfies all four assumptions, the shift being
$$U_a^{-1}\left[p_{aj}+c_j(U_a+U_a^{-1})\right]U_a=p_{aj}+q_j+c_j(U_a+U_a^{-1}).$$

Part (g) shifts $p_{aj}$, and the vector potential commutes with $U_a$. Translations commute with each other, so $U_a$ commutes with every $U_b$ and with $V$. For $b\ne a$, $U_a$ leaves $k_{bj}$ unchanged and therefore commutes with $\Pi_{bj}$. The Lean proof treats these conditions in turn, with `hU` for commuting translations.

```lean
/-- Plane waves are a momentum boost for interacting particles in the standing-wave
vector potential. -/
theorem isMomentumBoost_witness [Fintype α] [DecidableEq α] (c q : ι → ℝ) (v : ℝ) :
    IsMomentumBoost (kineticMomentum (α := α) c q) (pairPotential v q) (planeWave q) q := by
  have hU : ∀ a b : α, Commute (planeWave q a).val (planeWave q b).val := fun a b =>
    LinearMap.ext fun ψ => funext fun k =>
      congrArg ψ (sub_right_comm k (Pi.single a q) (Pi.single b q))
  refine ⟨fun a j => ?_, hU, fun a => ?_, fun a b hab j => ?_⟩
  · have h : momentum a j * (planeWave q a).val =
        (planeWave q a).val * (momentum a j + (q j : ℂ) • 1) := by
      have := momentum_translate a j (Pi.single a q)
      rw [Pi.single_eq_same] at this
      exact this
    rw [mul_assoc, Units.inv_mul_eq_iff_eq_mul]
    simp only [kineticMomentum, add_mul, smul_mul_assoc, h, mul_add, mul_smul_comm,
      Units.mul_inv, Units.inv_mul, mul_one]
    module
  · exact (Commute.sum_right _ _ _ fun b _ => Commute.sum_right _ _ _ fun d _ =>
      (hU a b).mul_right (hU a d).units_inv_right).smul_right _
  · have h := momentum_translate b j (Pi.single a q)
    rw [Pi.single_eq_of_ne hab.symm] at h
    simp only [Pi.zero_apply, Complex.ofReal_zero, zero_smul, add_zero] at h
    have h' : Commute (planeWave q a).val (momentum b j) := h.symm
    exact h'.add_right (((hU a b).add_right (hU a b).units_inv_right).smul_right _)
```

### (i) The magnetic field in the example

Show that two kinetic momentum components of one particle obey
$$[\Pi_{ai},\Pi_{aj}]=(q_ic_j-q_jc_i)(U_a-U_a^{-1}).$$

From (g), $[p_{ai},U_a]=q_iU_a$ and $[p_{ai},U_a^{-1}]=-q_iU_a^{-1}$. The $p_{ai}$ commute with each other, as do $U_a$ and $U_a^{-1}$. The two mixed terms are $c_jq_i(U_a-U_a^{-1})$ and $-c_iq_j(U_a-U_a^{-1})$, and they add up to the result. `h` and `h'` are the two shift rules, and `hp` interchanges the multiplications.

In position space this is proportional to $\sin(\mathbf q\cdot\mathbf r_a)$, a spatially periodic magnetic field that is nonzero when $\mathbf q$ and $\mathbf c$ are linearly independent.

```lean
/-- In the standing-wave vector potential the kinetic momentum components of a particle have
the commutator `(q i * c j - q j * c i) (U - U⁻¹)`, with `U` its plane wave. -/
theorem comm_kineticMomentum [DecidableEq α] (c q : ι → ℝ) (a : α) (i j : ι) :
    comm (kineticMomentum c q a i) (kineticMomentum c q a j) =
      ((q i : ℂ) * c j - q j * c i) • ((planeWave q a).val - (planeWave q a)⁻¹.val) := by
  have h : ∀ l, momentum a l * (planeWave q a).val =
      (planeWave q a).val * (momentum a l + (q l : ℂ) • 1) := by
    intro l
    have := momentum_translate a l (Pi.single a q)
    rw [Pi.single_eq_same] at this
    exact this
  have h' : ∀ l, momentum a l * (planeWave q a)⁻¹.val =
      (planeWave q a)⁻¹.val * (momentum a l + (-(q l : ℂ)) • 1) := by
    intro l
    have := momentum_translate a l (-Pi.single a q)
    simp only [Pi.neg_apply, Pi.single_eq_same, Complex.ofReal_neg] at this
    exact this
  have hp : momentum a i * momentum a j = momentum a j * momentum a i :=
    LinearMap.ext fun ψ => funext fun k => mul_left_comm (k a i : ℂ) (k a j : ℂ) (ψ k)
  simp only [comm, kineticMomentum, mul_add, add_mul, smul_mul_assoc, mul_smul_comm, h, h',
    mul_one, Units.mul_inv, Units.inv_mul]
  rw [hp]
  module

end

end DensitySumRuleInField
```

```lean
#print axioms DensitySumRuleInField.density_sum_rule
-- 'DensitySumRuleInField.density_sum_rule' depends on axioms: [propext, Classical.choice, Quot.sound]
#print axioms DensitySumRuleInField.energy_weighted_sum_rule
-- 'DensitySumRuleInField.energy_weighted_sum_rule' depends on axioms: [propext, Classical.choice, Quot.sound]
#print axioms DensitySumRuleInField.comm_kineticMomentum
-- 'DensitySumRuleInField.comm_kineticMomentum' depends on axioms: [propext, Classical.choice, Quot.sound]
```
